# At a fixed energy ratio, the minimax error of a time grid for 1/x is inversely proportional to the lowest transition energy

Suppose I fit 1/x by a single exponential, w exp(−t x), for transition energies x between 2 and 20 eV, choosing w and t so that the largest absolute error is as small as possible. Now every transition energy is halved, so the window runs from 1 to 10 eV. I can keep the fit if I double both w and t, since at the halved energy

1/(x/2) − 2w exp(−2t · x/2) = 2 (1/x − w exp(−t x)).

But the error has doubled everywhere. In imaginary-time GW I am told that minimax time grids can be tabulated by the ratio of the largest to the smallest transition energy, and here the ratio is still 10. Is the doubled error a defect of my recycled grid, which a fresh optimisation on the new window would remove?

## A fresh optimisation cannot remove the factor of two

The best achievable error doubles as well. In a GW calculation, the static non-interacting polarizability contains a factor 1/x for each transition from an occupied to an empty level. It comes from the integral of exp(−x t) over imaginary time t from 0 to ∞, and an n-point grid replaces that integral by

S(x) = ∑_j w_j exp(−t_j x).

Let E_n(a,b) be the infimum, over all real weights and times, of the maximum of |1/x − S(x)| on a ≤ x ≤ b, with 0 < a < b.

**Scaling.** Take c > 0 and divide all weights and times by c. At energy c x the new sum is S(x)/c, so its error is

|1/(c x) − S(x)/c| = |1/x − S(x)| / c.

As x runs over [a,b], c x runs over [ca,cb], so the maximum error is also divided by c. Every grid on [a,b] thus gives one on [ca,cb], and E_n(ca,cb) ≤ E_n(a,b)/c. The same argument with 1/c, starting from [ca,cb], gives E_n(a,b) ≤ c E_n(ca,cb). Hence

E_n(ca,cb) = E_n(a,b)/c.

Applying this with c = a to the window [1,b/a] gives

E_n(a,b) = E_n(1,b/a)/a,

and c = 1/2 gives E_n(a/2,b/2) = 2 E_n(a,b). The absolute error doubles, but so does 1/x; measured against 1/a, the error is unchanged.

**Larger windows.** If b ≤ b', the maximum error of each grid on [a,b] is at most its maximum on [a,b']. Taking infima gives E_n(a,b) ≤ E_n(a,b').

**The error is never zero.** Otherwise the doubling could read 0 = 0. Put d = (b − a)/(2(n + 1)) and y_i = a/2 + i d for i = 0, …, n. These energies are distinct and positive, and all sums y_i + y_j lie in [a,b].

For any n-term sum S,

S(y_i + y_j) = ∑_k w_k exp(−t_k y_i) exp(−t_k y_j).

The n equations ∑_j exp(−t_k y_j) v_j = 0 in n + 1 unknowns have a non-zero solution v. The matrix S(y_i + y_j) sends v to zero, so its determinant vanishes.

The matrix 1/(y_i + y_j), by contrast, is nonsingular. Suppose it sends v to zero, and let

P(x) = ∑_j v_j ∏_{k≠j} (x + y_k).

This polynomial has degree at most n, and

P(y_i) = ∏_k (y_i + y_k) · ∑_j v_j/(y_i + y_j) = 0

at n + 1 distinct points, so P = 0. At x = −y_j only one term survives: v_j ∏_{k≠j} (y_k − y_j) = 0. The product is non-zero, so v_j = 0 for every j.

If E_n(a,b) were zero, some sequence of n-term sums would converge to 1/x at all the sampled energies. Determinants are continuous in their entries, so the zero determinants would converge to the non-zero one, which is impossible.

## What the Lean statements say about a grid

In `expSum`, the functions `w t : Fin n → ℝ` hold the weights and times, and `x` is the transition energy. With ħ = 1, weights and times both have units of inverse energy. Their signs are unrestricted, so the infimum also ranges over grids with negative times or weights. `maxError` is the supremum of the absolute error on the closed window `Icc a b`, and `minimaxError n a b` is E_n(a,b).

The final theorem, `minimaxError_energy_ratio`, assumes `0 < a` and `a < b` and states four things: the reduction to `[1, b/a]`, the doubling, strict positivity, and monotonicity in the upper edge. It holds for every n, including the empty grid n = 0, for which E_0(a,b) = 1/a. The condition 0 < a stands for a gap between occupied and empty levels; a finite b stands for a finite set of orbitals. Positivity needs a ≠ b when n ≥ 1, because one exponential can match 1/x at a single energy.

The tabulation claim is `optimal_grid_transfer`: if a grid attains the minimax error on `[1, b/a]`, dividing its weights and times by `a` gives a grid that attains it on `[a, b]`. That such a grid exists is a hypothesis, `hopt`. For simulation practice, this means that one optimal grid per ratio and number of points serves every energy scale, as far as the maximum absolute error of 1/x is concerned. The step left open is from this scalar error to the error of a computed self-energy or quasiparticle energy.

```lean
import Mathlib

open Set Filter Topology
open scoped Pointwise

namespace GWMinimaxTimeGrid

noncomputable section

/-- The exponential sum `∑ w_j exp(-t_j x)` of a time grid with real weights `w` and times `t`,
at transition energy `x`. -/
def expSum {n : ℕ} (w t : Fin n → ℝ) (x : ℝ) : ℝ :=
  ∑ j, w j * Real.exp (-(t j * x))

/-- The largest error of a time grid as an approximation to `1/x` on the energy window `[a, b]`,
for `0 < a ≤ b`. -/
def maxError {n : ℕ} (w t : Fin n → ℝ) (a b : ℝ) : ℝ :=
  sSup ((fun x => |1 / x - expSum w t x|) '' Icc a b)

/-- The minimax error `E_n(a, b)`: the infimum of the largest error over all real `n`-point
time grids, for `0 < a ≤ b`. -/
def minimaxError (n : ℕ) (a b : ℝ) : ℝ :=
  ⨅ p : (Fin n → ℝ) × (Fin n → ℝ), maxError p.1 p.2 a b

/-- Dividing weights and times by `c > 0` divides the error at energy `c x` by `c`, relative to
the error of the original grid at `x`. -/
theorem abs_error_scale {n : ℕ} (w t : Fin n → ℝ) {c : ℝ} (hc : 0 < c) (x : ℝ) :
    |1 / (c * x) - expSum (fun j => w j / c) (fun j => t j / c) (c * x)| =
      c⁻¹ * |1 / x - expSum w t x| := by
  have hS : expSum (fun j => w j / c) (fun j => t j / c) (c * x) = c⁻¹ * expSum w t x := by
    unfold expSum
    rw [Finset.mul_sum]
    refine Finset.sum_congr rfl fun j _ => ?_
    have ht : t j / c * (c * x) = t j * x := by field_simp
    rw [ht]
    ring
  have h : 1 / (c * x) - c⁻¹ * expSum w t x = c⁻¹ * (1 / x - expSum w t x) := by
    rw [one_div, mul_inv]
    ring
  rw [hS, h, abs_mul, abs_of_pos (inv_pos.mpr hc)]

/-- A grid with weights and times divided by `c > 0` has, on the window `[c a, c b]`, the largest
error of the original grid on `[a, b]` divided by `c`. -/
theorem maxError_scale {n : ℕ} (w t : Fin n → ℝ) {c : ℝ} (hc : 0 < c) (a b : ℝ) :
    maxError (fun j => w j / c) (fun j => t j / c) (c * a) (c * b) = maxError w t a b / c := by
  have hset : (fun x => |1 / x - expSum (fun j => w j / c) (fun j => t j / c) x|) ''
      Icc (c * a) (c * b) = c⁻¹ • ((fun x => |1 / x - expSum w t x|) '' Icc a b) := by
    ext r
    constructor
    · rintro ⟨x, hx, rfl⟩
      have h := abs_error_scale w t hc (x / c)
      rw [show c * (x / c) = x by field_simp] at h
      refine ⟨_, ⟨x / c, ⟨?_, ?_⟩, rfl⟩, h.symm⟩
      · rw [le_div_iff₀ hc]
        linarith [hx.1]
      · rw [div_le_iff₀ hc]
        linarith [hx.2]
    · rintro ⟨_, ⟨x, hx, rfl⟩, rfl⟩
      exact ⟨c * x, ⟨mul_le_mul_of_nonneg_left hx.1 hc.le,
        mul_le_mul_of_nonneg_left hx.2 hc.le⟩, abs_error_scale w t hc x⟩
  unfold maxError
  rw [hset, Real.sSup_smul_of_nonneg (inv_nonneg.mpr hc.le), smul_eq_mul, div_eq_inv_mul]

/-- Multiplying both edges of the energy window by `c > 0` divides the minimax error by `c`. -/
theorem minimaxError_scale (n : ℕ) {c : ℝ} (hc : 0 < c) (a b : ℝ) :
    minimaxError n (c * a) (c * b) = minimaxError n a b / c := by
  have key : ∀ c : ℝ, 0 < c → ∀ a b : ℝ,
      minimaxError n (c * a) (c * b) * c ≤ minimaxError n a b := by
    intro c hc a b
    refine le_ciInf fun p => ?_
    rw [← le_div_iff₀ hc, ← maxError_scale p.1 p.2 hc a b]
    refine ciInf_le (f := fun q : (Fin n → ℝ) × (Fin n → ℝ) =>
      maxError q.1 q.2 (c * a) (c * b)) ⟨0, ?_⟩ (fun j => p.1 j / c, fun j => p.2 j / c)
    rintro _ ⟨q, rfl⟩
    refine Real.sSup_nonneg ?_
    rintro _ ⟨x, _, rfl⟩
    exact abs_nonneg _
  -- the reverse inequality is the same one for the inverse scaling
  have h := key c⁻¹ (inv_pos.mpr hc) (c * a) (c * b)
  rw [inv_mul_cancel_left₀ hc.ne', inv_mul_cancel_left₀ hc.ne', ← div_eq_mul_inv] at h
  exact le_antisymm ((le_div_iff₀ hc).mpr (key c hc a b)) h

/-- If a tabulated grid is optimal on `[1, b/a]` with `a > 0`, then dividing its weights and times
by `a` gives an optimal grid on `[a, b]`. -/
theorem optimal_grid_transfer {n : ℕ} (w t : Fin n → ℝ) {a b : ℝ} (ha : 0 < a)
    (hopt : maxError w t 1 (b / a) = minimaxError n 1 (b / a)) :
    maxError (fun j => w j / a) (fun j => t j / a) a b = minimaxError n a b := by
  have h1 := maxError_scale w t ha 1 (b / a)
  have h2 := minimaxError_scale n ha 1 (b / a)
  rw [mul_one, show a * (b / a) = b by field_simp] at h1 h2
  rw [h1, h2, hopt]

/-- On a window with `a > 0`, the error of a grid at each energy is at most its largest error. -/
theorem error_le_maxError {n : ℕ} (w t : Fin n → ℝ) {a b x : ℝ} (ha : 0 < a)
    (hx : x ∈ Icc a b) : |1 / x - expSum w t x| ≤ maxError w t a b := by
  have hS : Continuous (expSum w t) := by
    unfold expSum
    fun_prop
  have hc : ContinuousOn (fun x => |1 / x - expSum w t x|) (Icc a b) :=
    ((continuousOn_const.div continuousOn_id fun z hz => (ha.trans_le hz.1).ne').sub
      hS.continuousOn).abs
  exact le_csSup (isCompact_Icc.bddAbove_image hc) ⟨x, hx, rfl⟩

/-- An `n`-term exponential sum sampled at the sums `y_i + y_j` of `n + 1` energies gives a
matrix of zero determinant. -/
theorem det_expSum_eq_zero {n : ℕ} (w t : Fin n → ℝ) (y : Fin (n + 1) → ℝ) :
    (Matrix.of fun i j => expSum w t (y i + y j)).det = 0 := by
  rw [← Matrix.exists_mulVec_eq_zero_iff]
  -- n homogeneous linear equations in n + 1 unknowns have a non-zero solution
  let V : Matrix (Fin n) (Fin (n + 1)) ℝ := Matrix.of fun k j => Real.exp (-(t k * y j))
  have hker : LinearMap.ker V.mulVecLin ≠ ⊥ := LinearMap.ker_ne_bot_of_finrank_lt (by simp)
  obtain ⟨v, hv, hv0⟩ := Submodule.exists_mem_ne_zero_of_ne_bot hker
  have hk : ∀ k, ∑ j, Real.exp (-(t k * y j)) * v j = 0 :=
    fun k => congrFun (LinearMap.mem_ker.mp hv) k
  refine ⟨v, hv0, funext fun i => ?_⟩
  change ∑ j, expSum w t (y i + y j) * v j = 0
  calc ∑ j, expSum w t (y i + y j) * v j
      = ∑ k, w k * Real.exp (-(t k * y i)) * ∑ j, Real.exp (-(t k * y j)) * v j := by
        simp only [expSum, Finset.sum_mul, Finset.mul_sum]
        rw [Finset.sum_comm]
        refine Finset.sum_congr rfl fun k _ => Finset.sum_congr rfl fun j _ => ?_
        rw [show -(t k * (y i + y j)) = -(t k * y i) + -(t k * y j) by ring, Real.exp_add]
        ring
    _ = 0 := by simp only [hk, mul_zero, Finset.sum_const_zero]

/-- For distinct positive energies `y_i`, the matrix `1/(y_i + y_j)` is nonsingular. -/
theorem det_inv_add_ne_zero {n : ℕ} (y : Fin (n + 1) → ℝ) (hy : ∀ i, 0 < y i)
    (hinj : Function.Injective y) : (Matrix.of fun i j => 1 / (y i + y j)).det ≠ 0 := by
  intro h
  obtain ⟨v, hv0, hv⟩ := Matrix.exists_mulVec_eq_zero_iff.mpr h
  have hrow : ∀ i, ∑ j, 1 / (y i + y j) * v j = 0 := fun i => congrFun hv i
  -- clearing denominators gives a polynomial of degree at most n with n + 1 roots
  let P : Polynomial ℝ := ∑ j, Polynomial.C (v j) *
    ∏ k ∈ Finset.univ.erase j, (Polynomial.X + Polynomial.C (y k))
  have heval : ∀ x, P.eval x = ∑ j, v j * ∏ k ∈ Finset.univ.erase j, (x + y k) := by
    intro x
    simp [P, Polynomial.eval_finsetSum, Polynomial.eval_prod]
  have hdeg : P.natDegree ≤ n := by
    refine Polynomial.natDegree_sum_le_of_forall_le _ _ fun j _ => ?_
    refine (Polynomial.natDegree_C_mul_le _ _).trans ((Polynomial.natDegree_prod_le _ _).trans ?_)
    simp
  have hP : P = 0 := by
    refine Polynomial.eq_zero_of_natDegree_lt_card_of_eval_eq_zero P hinj (fun i => ?_)
      (by rw [Fintype.card_fin]; omega)
    rw [heval, ← mul_zero (∏ k, (y i + y k)), ← hrow i, Finset.mul_sum]
    refine Finset.sum_congr rfl fun j _ => ?_
    have hne : y i + y j ≠ 0 := (add_pos (hy i) (hy j)).ne'
    rw [← Finset.mul_prod_erase Finset.univ (fun k => y i + y k) (Finset.mem_univ j)]
    field_simp
  apply hv0
  funext j
  -- at -y_j only the j-th term survives
  have h0 := heval (-y j)
  rw [hP, Polynomial.eval_zero, Finset.sum_eq_single j] at h0
  · exact (mul_eq_zero.mp h0.symm).resolve_right (Finset.prod_ne_zero_iff.mpr
      fun l hl e => Finset.ne_of_mem_erase hl (hinj (by linarith)))
  · intro k _ hkj
    have hz : ∏ l ∈ Finset.univ.erase k, (-y j + y l) = 0 :=
      Finset.prod_eq_zero (Finset.mem_erase.mpr ⟨hkj.symm, Finset.mem_univ j⟩)
        (neg_add_cancel (y j))
    rw [hz, mul_zero]
  · intro hj
    exact absurd (Finset.mem_univ j) hj

/-- For `0 < a < b` the minimax error of `n`-point time grids is strictly positive. -/
theorem minimaxError_pos (n : ℕ) {a b : ℝ} (ha : 0 < a) (hab : a < b) :
    0 < minimaxError n a b := by
  by_contra h
  have hex : ∀ k : ℕ, ∃ p : (Fin n → ℝ) × (Fin n → ℝ),
      maxError p.1 p.2 a b < 1 / ((k : ℝ) + 1) := fun k =>
    exists_lt_of_ciInf_lt (lt_of_le_of_lt (not_lt.mp h) (by positivity))
  choose p hp using hex
  obtain ⟨d, hd, hdn⟩ : ∃ d : ℝ, 0 < d ∧ 2 * ((n : ℝ) + 1) * d = b - a :=
    ⟨(b - a) / (2 * ((n : ℝ) + 1)), div_pos (sub_pos.mpr hab) (by positivity), by field_simp⟩
  -- equally spaced energies whose pairwise sums lie in the window
  let y : Fin (n + 1) → ℝ := fun i => a / 2 + ((i : ℕ) : ℝ) * d
  have hy : ∀ i, 0 < y i := fun i => by positivity
  have hinj : Function.Injective y := by
    intro i j hij
    have h1 : ((i : ℕ) : ℝ) * d = ((j : ℕ) : ℝ) * d := add_left_cancel hij
    exact Fin.ext (Nat.cast_injective (mul_right_cancel₀ hd.ne' h1))
  have hup : ∀ i : Fin (n + 1), ((i : ℕ) : ℝ) * d ≤ ((n : ℝ) + 1) * d := fun i =>
    mul_le_mul_of_nonneg_right (by exact_mod_cast i.isLt.le) hd.le
  have hmem : ∀ i j, y i + y j ∈ Icc a b := by
    intro i j
    have hi : 0 ≤ ((i : ℕ) : ℝ) * d := by positivity
    have hj : 0 ≤ ((j : ℕ) : ℝ) * d := by positivity
    constructor
    · change a ≤ a / 2 + ((i : ℕ) : ℝ) * d + (a / 2 + ((j : ℕ) : ℝ) * d)
      linarith
    · change a / 2 + ((i : ℕ) : ℝ) * d + (a / 2 + ((j : ℕ) : ℝ) * d) ≤ b
      linarith [hup i, hup j]
  have hlim : ∀ i j, Tendsto (fun k => expSum (p k).1 (p k).2 (y i + y j)) atTop
      (𝓝 (1 / (y i + y j))) := by
    intro i j
    refine tendsto_iff_norm_sub_tendsto_zero.2 (squeeze_zero (fun k => norm_nonneg _)
      (fun k => ?_) (tendsto_one_div_add_atTop_nhds_zero_nat (𝕜 := ℝ)))
    rw [Real.norm_eq_abs, abs_sub_comm]
    exact (error_le_maxError _ _ ha (hmem i j)).trans (hp k).le
  have hdet : Tendsto (fun k => (Matrix.of fun i j =>
      expSum (p k).1 (p k).2 (y i + y j)).det) atTop
      (𝓝 (Matrix.of fun i j => 1 / (y i + y j)).det) := by
    simp only [Matrix.det_apply', Matrix.of_apply]
    exact tendsto_finsetSum _ fun σ _ =>
      (tendsto_finsetProd _ fun i _ => hlim (σ i) i).const_mul _
  simp only [det_expSum_eq_zero] at hdet
  exact det_inv_add_ne_zero y hy hinj (tendsto_nhds_unique hdet tendsto_const_nhds)

/-- For `0 < a < b`, the minimax error is that of the window `[1, b/a]` divided by `a`; it doubles
when both window edges are halved, is positive, and does not decrease when `b` grows. -/
theorem minimaxError_energy_ratio (n : ℕ) {a b : ℝ} (ha : 0 < a) (hab : a < b) :
    minimaxError n a b = minimaxError n 1 (b / a) / a ∧
      minimaxError n (a / 2) (b / 2) = 2 * minimaxError n a b ∧
      0 < minimaxError n a b ∧
      ∀ b', b ≤ b' → minimaxError n a b ≤ minimaxError n a b' := by
  refine ⟨?_, ?_, minimaxError_pos n ha hab, fun b' hb => ?_⟩
  · have h := minimaxError_scale n ha 1 (b / a)
    rwa [mul_one, show a * (b / a) = b by field_simp] at h
  · have h := minimaxError_scale n (c := 2) (by norm_num) (a / 2) (b / 2)
    rw [show 2 * (a / 2) = a by ring, show 2 * (b / 2) = b by ring] at h
    linarith
  · -- no grid has a smaller maximum error on the larger window
    refine ciInf_mono ⟨0, ?_⟩ fun p => ?_
    · rintro _ ⟨q, rfl⟩
      exact (abs_nonneg _).trans (error_le_maxError q.1 q.2 ha (left_mem_Icc.mpr hab.le))
    · refine csSup_le ((nonempty_Icc.mpr hab.le).image _) ?_
      rintro _ ⟨x, hx, rfl⟩
      exact error_le_maxError p.1 p.2 ha ⟨hx.1, hx.2.trans hb⟩

end

end GWMinimaxTimeGrid
```

```lean
#print axioms GWMinimaxTimeGrid.optimal_grid_transfer
#print axioms GWMinimaxTimeGrid.minimaxError_energy_ratio
```

```
'GWMinimaxTimeGrid.optimal_grid_transfer' depends on axioms: [propext, Classical.choice, Quot.sound]
'GWMinimaxTimeGrid.minimaxError_energy_ratio' depends on axioms: [propext, Classical.choice, Quot.sound]
```

## From one rescaled exponential to the four conclusions

`abs_error_scale` is the pointwise identity in your example, for n terms and any c > 0. `maxError_scale` shows that the set of errors on the scaled window is `c⁻¹` times the original set, then takes the factor out of the supremum.

In `minimaxError_scale`, the auxiliary claim `key` is the one-sided inequality. `le_ciInf` reduces it to a single grid on the original window, and `ciInf_le` compares the infimum on the new window with the rescaled grid. Using `key` again with `c⁻¹` gives the reverse inequality. `optimal_grid_transfer` combines the two scaling laws at c = a.

`error_le_maxError` says that the supremum really bounds the error at each energy. This uses 0 < a: the error is then continuous on a compact window and therefore bounded.

`det_expSum_eq_zero` obtains the vector v from a dimension count on the n × (n + 1) matrix `V`, then exchanges the two sums to show that v is sent to zero. `det_inv_add_ne_zero` builds the polynomial `P`, bounds its degree in `hdeg`, and gets `P = 0` from its n + 1 roots. Evaluation at `-y j` then removes each component of v.

`minimaxError_pos` argues by contradiction. It chooses grids with maximum error below 1/(k + 1) for k = 0, 1, 2, …, and `hmem` places the sampled sums inside the window. A squeeze argument gives convergence of each matrix entry (`hlim`), and the expansion of the determinant over permutations carries this to the determinants (`hdet`). Uniqueness of limits finishes the contradiction.

The final theorem takes the ratio law from `minimaxError_scale` with c = a and the doubling from c = 2 applied to the halved window. Monotonicity comes from `ciInf_mono`, which compares the infima once every grid's maximum errors on the two windows have been compared.
